# Monotone Newton convergence to a quasiparticle root from a start between the root and the lowest pole

The self-energy is taken here to be a finite sum of simple poles on the real axis, with fixed positions d_k and fixed weights c_k ≥ 0, and the energy E is a real variable. Such a self-energy arises when one state of bare energy a is coupled to finitely many other states that are diagonal among themselves, with energies d_k. Eliminating those states gives weights c_k equal to the squared magnitudes of the couplings, which is why they are nonnegative. The quasiparticle equation is then F(E) = 0 with

F(E) = E − a − Σ_k c_k/(E − d_k).

Let E* be a root of F, and let the starting energy E₀ satisfy E* ≤ E₀ < d_k for every k. The Newton iterates

E_{n+1} = E_n − F(E_n)/F′(E_n)

then stay at or above E*, never increase, and converge to E*. If D is any number with E₀ < D ≤ d_k for all k, the error obeys

E_n − E* ≤ (D − E*) · ((E₀ − E*)/(D − E*))^(2^n).

When there are poles, the best choice of D is the lowest of them.

In electronic structure this covers a diagonal quasiparticle equation for one orbital, provided that the energy-dependent part of the self-energy is a fixed finite pole sum with nonnegative weights, the wanted root lies below every pole, and the iteration starts between that root and the lowest pole. A self-energy with poles on both sides of the root does not meet that condition. Second-order and GW self-energies generally have poles both below and above the Fermi level, and a quasiparticle root that lies between them is of this excluded kind. The hydrogen molecule in a minimal basis is an exception: by symmetry, the diagonal second-order self-energy of its occupied Hartree–Fock orbital has only one pole, which lies above the orbital energy.

## The error of one step

Differentiating term by term gives

F′(E) = 1 + Σ_k c_k/(E − d_k)²,

which is at least 1. Take E and E* below all poles and write u_k = d_k − E and v_k = d_k − E*. Both are positive, and v_k − u_k = E − E*. Since F(E*) = 0,

F(E) = F(E) − F(E*)
= (E − E*) + Σ_k c_k (1/u_k − 1/v_k)
= (E − E*) · (1 + Σ_k c_k/(u_k v_k)).

Let E′ be the energy after one Newton step from E. Its error, multiplied by the slope, is

(E′ − E*) F′(E) = (E − E*) F′(E) − F(E)
= (E − E*) Σ_k c_k (1/u_k² − 1/(u_k v_k))
= (E − E*)² Σ_k c_k/(v_k u_k²).

The right-hand side is nonnegative, so E′ ≥ E*, whichever side of the root E was on.

For the upper bound, let D ≤ d_k for all k, with E and E* below D. Then v_k ≥ D − E*, and therefore

(D − E*) Σ_k c_k/(v_k u_k²) ≤ Σ_k c_k/u_k² ≤ F′(E).

Dividing by the slope gives

E′ − E* ≤ (E − E*)²/(D − E*).

If also E* ≤ E, then (E − E*)/(D − E*) lies in [0, 1), so the new error is no larger than the old one and E′ ≤ E.

## From one step to convergence

The two inequalities keep every iterate between E* and E₀, so the one-step bound applies each time. With q_n = (E_n − E*)/(D − E*) it reads q_{n+1} ≤ q_n², and induction gives q_n ≤ q₀^(2^n). This is the stated error bound. Because 0 ≤ q₀ < 1, the right-hand side tends to zero and E_n tends to E*.

## The residual, its slope and the Newton map in Lean

The poles are labelled by a finite type `ι`, which may be empty.

```lean
import Mathlib

open Filter Topology

namespace QuasiparticleNewton

noncomputable section

variable {ι : Type*} [Fintype ι]
```

The functions `c` and `d` hold the weights and pole positions, and `residual` is F.

```lean
/-- The quasiparticle residual `F(E) = E - a - ∑ c_k / (E - d_k)`, with bare energy `a` and a
self-energy with poles `d_k` and weights `c_k`. -/
def residual (a : ℝ) (c d : ι → ℝ) (E : ℝ) : ℝ := E - a - ∑ k, c k / (E - d k)
```

The slope is defined by its formula.

```lean
/-- The slope `1 + ∑ c_k / (E - d_k)²` of the quasiparticle residual. -/
def slope (c d : ι → ℝ) (E : ℝ) : ℝ := 1 + ∑ k, c k / (E - d k) ^ 2
```

The Newton map uses that formula, and its n-th iterate from E₀ is written `(newtonStep a c d)^[n] E₀`.

```lean
/-- One Newton update `E - F(E) / F'(E)` of the quasiparticle energy. -/
def newtonStep (a : ℝ) (c d : ι → ℝ) (E : ℝ) : ℝ := E - residual a c d E / slope c d E
```

The next theorem shows that `slope` really is F′ at every energy that is not a pole. It differentiates each quotient and then adds the derivatives.

```lean
/-- Away from the poles, `slope` is the derivative of the quasiparticle residual. -/
theorem hasDerivAt_residual (a : ℝ) (c d : ι → ℝ) {E : ℝ} (hE : ∀ k, E ≠ d k) :
    HasDerivAt (residual a c d) (slope c d E) E := by
  have h : ∀ k ∈ (Finset.univ : Finset ι),
      HasDerivAt (fun x => c k / (x - d k)) (-(c k / (E - d k) ^ 2)) E := by
    intro k _
    have hk : E - d k ≠ 0 := sub_ne_zero.mpr (hE k)
    have h1 := (hasDerivAt_const E (c k)).fun_div ((hasDerivAt_id' E).sub_const (d k)) hk
    exact h1.congr_deriv (by ring)
  have h2 := ((hasDerivAt_id' E).sub_const a).fun_sub (HasDerivAt.fun_sum h)
  exact h2.congr_deriv (by simp [slope, Finset.sum_neg_distrib])
```

Nonnegative weights make the slope positive, so the Newton quotient has a nonzero denominator.

```lean
/-- For nonnegative weights the slope of the residual is positive. -/
theorem slope_pos {c : ι → ℝ} (d : ι → ℝ) (hc : ∀ k, 0 ≤ c k) (E : ℝ) : 0 < slope c d E := by
  have h : 0 ≤ ∑ k, c k / (E - d k) ^ 2 :=
    Finset.sum_nonneg fun k _ => div_nonneg (hc k) (sq_nonneg _)
  unfold slope
  linarith
```

## The exact error identity and its two consequences

In the code `Es` stands for E*. The hypothesis `hroot` says that it is a root; that a root exists below the poles is assumed, not derived.

The identity is proved pole by pole in `hsum`. There `generalize` replaces the two distances by `u` and `v`, as in the derivation above, and `field_simp` and `ring` check the remaining rational identity. The step `key` brings in `hroot` to obtain the formula for (E − E*) F′(E) − F(E), and the last lines divide by the slope.

```lean
/-- Exact error of one Newton step for nonnegative weights: below the poles, the new distance to a
root `Es` is the square of the old one times an explicit sum over poles, divided by the slope. -/
theorem newton_error_identity {a : ℝ} {c d : ι → ℝ} {E Es : ℝ} (hc : ∀ k, 0 ≤ c k)
    (hroot : residual a c d Es = 0) (hEs : ∀ k, Es < d k) (hE : ∀ k, E < d k) :
    newtonStep a c d E - Es =
      (E - Es) ^ 2 * (∑ k, c k / ((d k - Es) * (d k - E) ^ 2)) / slope c d E := by
  have hs : slope c d E ≠ 0 := (slope_pos d hc E).ne'
  -- the identity holds pole by pole
  have hsum : (E - Es) * (∑ k, c k / (E - d k) ^ 2) + ∑ k, c k / (E - d k)
      - ∑ k, c k / (Es - d k) = (E - Es) ^ 2 * ∑ k, c k / ((d k - Es) * (d k - E) ^ 2) := by
    rw [Finset.mul_sum, Finset.mul_sum, ← Finset.sum_add_distrib, ← Finset.sum_sub_distrib]
    refine Finset.sum_congr rfl fun k _ => ?_
    have hu : d k - E ≠ 0 := (sub_pos.mpr (hE k)).ne'
    have hv : d k - Es ≠ 0 := (sub_pos.mpr (hEs k)).ne'
    have e1 : E - d k = -(d k - E) := by ring
    have e2 : Es - d k = -(d k - Es) := by ring
    have e3 : E - Es = (d k - Es) - (d k - E) := by ring
    rw [e1, e2, e3]
    generalize d k - E = u at hu ⊢
    generalize d k - Es = v at hv ⊢
    field_simp
    ring
  have key : (E - Es) * slope c d E - residual a c d E =
      (E - Es) ^ 2 * ∑ k, c k / ((d k - Es) * (d k - E) ^ 2) := by
    unfold residual at hroot
    unfold slope residual
    linear_combination hsum - hroot
  have hdiv : residual a c d E / slope c d E * slope c d E = residual a c d E :=
    div_mul_cancel₀ _ hs
  unfold newtonStep
  rw [eq_div_iff hs]
  linear_combination key - hdiv
```

Every factor on the right of the identity is nonnegative, which gives the lower bound. There is no assumption that `Es ≤ E`.

```lean
/-- For nonnegative weights, a Newton step from any energy below all poles lands at or above a root
`Es` below all poles. -/
theorem root_le_newtonStep {a : ℝ} {c d : ι → ℝ} {E Es : ℝ} (hc : ∀ k, 0 ≤ c k)
    (hroot : residual a c d Es = 0) (hEs : ∀ k, Es < d k) (hE : ∀ k, E < d k) :
    Es ≤ newtonStep a c d E := by
  have h : 0 ≤ newtonStep a c d E - Es := by
    rw [newton_error_identity hc hroot hEs hE]
    refine div_nonneg (mul_nonneg (sq_nonneg _) (Finset.sum_nonneg fun k _ => ?_))
      (slope_pos d hc E).le
    exact div_nonneg (hc k) (mul_nonneg (sub_pos.mpr (hEs k)).le (sq_nonneg _))
  linarith
```

For the upper bound, `hS` is the comparison of the pole sum with the slope. Its inner inequality holds for each pole because d_k − E* ≥ D − E*, and `Finset.sum_le_sum` adds these inequalities up.

```lean
/-- For nonnegative weights, if `E` and the root `Es` lie below `D` and no pole does, one Newton
step turns the error `E - Es` into at most `(E - Es)² / (D - Es)`. -/
theorem newton_error_le {a : ℝ} {c d : ι → ℝ} {E Es D : ℝ} (hc : ∀ k, 0 ≤ c k)
    (hroot : residual a c d Es = 0) (hD : ∀ k, D ≤ d k) (hEs : Es < D) (hE : E < D) :
    newtonStep a c d E - Es ≤ (E - Es) ^ 2 / (D - Es) := by
  have hg : 0 < D - Es := sub_pos.mpr hEs
  -- each pole is at least as far from the root as `D` is
  have hS : (∑ k, c k / ((d k - Es) * (d k - E) ^ 2)) * (D - Es) ≤ slope c d E := by
    have h : (∑ k, c k / ((d k - Es) * (d k - E) ^ 2)) * (D - Es)
        ≤ ∑ k, c k / (E - d k) ^ 2 := by
      rw [Finset.sum_mul]
      refine Finset.sum_le_sum fun k _ => ?_
      have hu : 0 < d k - E := by linarith [hD k]
      have hv : 0 < d k - Es := by linarith [hD k]
      have hgv : 0 ≤ (d k - Es) - (D - Es) := by linarith [hD k]
      have e : (E - d k) ^ 2 = (d k - E) ^ 2 := by ring
      rw [e, div_mul_eq_mul_div, div_le_div_iff₀ (mul_pos hv (pow_pos hu 2)) (pow_pos hu 2)]
      nlinarith [mul_nonneg (mul_nonneg (hc k) (sq_nonneg (d k - E))) hgv]
    unfold slope
    linarith
  rw [newton_error_identity hc hroot (fun k => hEs.trans_le (hD k)) (fun k => hE.trans_le (hD k)),
    div_le_div_iff₀ (slope_pos d hc E) hg, mul_assoc]
  exact mul_le_mul_of_nonneg_left hS (sq_nonneg _)
```

Adding the hypothesis `Es ≤ E` turns the quadratic bound into monotonicity: `h2` is the inequality (E − E*)²/(D − E*) ≤ E − E*.

```lean
/-- For nonnegative weights, a Newton step taken between a root `Es` and the poles does not raise
the energy. -/
theorem newtonStep_le {a : ℝ} {c d : ι → ℝ} {E Es D : ℝ} (hc : ∀ k, 0 ≤ c k)
    (hroot : residual a c d Es = 0) (hD : ∀ k, D ≤ d k) (h : Es ≤ E) (hE : E < D) :
    newtonStep a c d E ≤ E := by
  have hg : 0 < D - Es := by linarith
  have h1 := newton_error_le hc hroot hD (h.trans_lt hE) hE
  have h2 : (E - Es) ^ 2 / (D - Es) ≤ E - Es := by
    rw [div_le_iff₀ hg]
    nlinarith [mul_nonneg (sub_nonneg.mpr h) (sub_pos.mpr hE).le]
  linarith
```

## Induction over the iterates

The first induction confines all iterates to the interval from E* to E₀. This also keeps them below D, where the one-step results apply.

```lean
/-- For nonnegative weights, Newton iterates started between a root `Es` and the poles stay between
`Es` and the starting energy. -/
theorem iterate_mem {a : ℝ} {c d : ι → ℝ} {E₀ Es D : ℝ} (hc : ∀ k, 0 ≤ c k)
    (hroot : residual a c d Es = 0) (hD : ∀ k, D ≤ d k) (h : Es ≤ E₀) (hE : E₀ < D) (n : ℕ) :
    Es ≤ (newtonStep a c d)^[n] E₀ ∧ (newtonStep a c d)^[n] E₀ ≤ E₀ := by
  induction n with
  | zero => exact ⟨h, le_refl _⟩
  | succ n ih =>
    rw [Function.iterate_succ_apply']
    have hlt := ih.2.trans_lt hE
    exact ⟨root_le_newtonStep hc hroot (fun k => (h.trans_lt hE).trans_le (hD k))
      (fun k => hlt.trans_le (hD k)), (newtonStep_le hc hroot hD ih.1 hlt).trans ih.2⟩
```

The second induction gives the quadratic error bound. Its successor step applies `newton_error_le`, squares the induction hypothesis, and uses the auxiliary identity `alg` to collect the factors of D − E*. The final rewriting writes the 2^(n+1)-th power as the square of the 2^n-th power, so that the two sides agree.

```lean
/-- Quadratic convergence for nonnegative weights: if `Es ≤ E₀ < D` for a root `Es` and no pole lies
below `D`, the error after `n` Newton steps is at most `(D - Es) * ((E₀ - Es) / (D - Es)) ^ (2 ^
n)`. -/
theorem iterate_error_le {a : ℝ} {c d : ι → ℝ} {E₀ Es D : ℝ} (hc : ∀ k, 0 ≤ c k)
    (hroot : residual a c d Es = 0) (hD : ∀ k, D ≤ d k) (h : Es ≤ E₀) (hE : E₀ < D) (n : ℕ) :
    (newtonStep a c d)^[n] E₀ - Es ≤ (D - Es) * ((E₀ - Es) / (D - Es)) ^ (2 ^ n) := by
  have hg : 0 < D - Es := by linarith
  have hg' : D - Es ≠ 0 := hg.ne'
  have alg : ∀ y : ℝ, ((D - Es) * y) ^ 2 / (D - Es) = (D - Es) * y ^ 2 := by
    intro y
    rw [div_eq_iff hg']
    ring
  induction n with
  | zero =>
    rw [pow_zero, pow_one, mul_div_cancel₀ _ hg']
    exact le_refl _
  | succ n ih =>
    have hm := iterate_mem hc hroot hD h hE n
    rw [Function.iterate_succ_apply']
    -- the ratio of the error bound to `D - Es` is squared at every step
    refine (newton_error_le hc hroot hD (h.trans_lt hE) (hm.2.trans_lt hE)).trans ?_
    refine ((div_le_div_iff_of_pos_right hg).2
      (pow_le_pow_left₀ (sub_nonneg.mpr hm.1) ih 2)).trans (le_of_eq ?_)
    rw [alg, pow_succ (2 : ℕ) n, pow_mul]
```

The convergence theorem no longer mentions D; it asks only that E₀ lie below each pole. The proof takes D to be the lowest pole, or E₀ + 1 if there are no poles. The conclusion has three parts: the iterates are bounded below by `Es`, the sequence is `Antitone` (nonincreasing), and it tends to `Es`.

For the limit, the proof replaces the exponent 2^n by the smaller n. Since the ratio lies in [0, 1), this only weakens the bound, and an ordinary geometric sequence then squeezes the iterates onto the root. The faster rate remains available in `iterate_error_le`.

```lean
/-- Newton's method for the quasiparticle equation with nonnegative weights: started at or above a
root `Es` and below all poles, the iterates stay at or above `Es`, never increase, and converge to
`Es`. -/
theorem newton_converges {a : ℝ} {c d : ι → ℝ} {E₀ Es : ℝ} (hc : ∀ k, 0 ≤ c k)
    (hroot : residual a c d Es = 0) (h : Es ≤ E₀) (hE : ∀ k, E₀ < d k) :
    (∀ n, Es ≤ (newtonStep a c d)^[n] E₀) ∧
      Antitone (fun n => (newtonStep a c d)^[n] E₀) ∧
      Tendsto (fun n => (newtonStep a c d)^[n] E₀) atTop (𝓝 Es) := by
  -- finitely many poles leave a gap above the starting energy
  obtain ⟨D, hED, hD⟩ : ∃ D, E₀ < D ∧ ∀ k, D ≤ d k := by
    rcases isEmpty_or_nonempty ι with hι | hι
    · exact ⟨E₀ + 1, by linarith, fun k => isEmptyElim k⟩
    · obtain ⟨k₀, hk₀⟩ := Finite.exists_min d
      exact ⟨d k₀, hE k₀, hk₀⟩
  have hm := iterate_mem hc hroot hD h hED
  have hg : 0 < D - Es := by linarith
  refine ⟨fun n => (hm n).1, antitone_nat_of_succ_le fun n => ?_, ?_⟩
  · rw [Function.iterate_succ_apply']
    exact newtonStep_le hc hroot hD (hm n).1 ((hm n).2.trans_lt hED)
  · have r0 : 0 ≤ (E₀ - Es) / (D - Es) := div_nonneg (sub_nonneg.mpr h) hg.le
    have r1 : (E₀ - Es) / (D - Es) < 1 := by
      rw [div_lt_one hg]
      linarith
    have hlim := ((tendsto_pow_atTop_nhds_zero_of_lt_one r0 r1).const_mul (D - Es)).const_add Es
    rw [mul_zero, add_zero] at hlim
    refine tendsto_of_tendsto_of_tendsto_of_le_of_le tendsto_const_nhds hlim
      (fun n => (hm n).1) (fun n => ?_)
    have h1 := iterate_error_le hc hroot hD h hED n
    have h2 := mul_le_mul_of_nonneg_left
      (pow_le_pow_of_le_one r0 r1.le (Nat.lt_two_pow_self (n := n)).le) hg.le
    show (newtonStep a c d)^[n] E₀ ≤ Es + (D - Es) * ((E₀ - Es) / (D - Es)) ^ n
    linarith
```

## A start below the root

The condition E* ≤ E₀ keeps the iteration below the poles. Take a = 3/2 and a single pole at 0 with weight 1. Then E* = −1/2 is a root, because −1/2 − 3/2 + 2 = 0. At E = −2 the residual is −3 and the slope is 5/4, so the Newton step leads to

−2 + 12/5 = 2/5,

which lies above the pole. The lower bound E′ ≥ E* still holds, but it does not prevent the step from overshooting the pole. The one-step upper bound does prevent this when the start is below the root by less than the distance from the root to the lowest pole. The theorem below records the root and the crossing; it makes no statement about later iterates.

```lean
/-- With `a = 3/2` and one pole of weight `1` at energy `0`, the energy `-1/2` is a root, but a
Newton step from `-2`, below that root, lands above the pole. -/
theorem start_below_root_crosses_pole :
    residual (3 / 2) (fun _ : Fin 1 => 1) (fun _ => 0) (-1 / 2) = 0 ∧
      0 < newtonStep (3 / 2) (fun _ : Fin 1 => 1) (fun _ => 0) (-2) := by
  constructor <;> norm_num [newtonStep, residual, slope]

end

end QuasiparticleNewton
```

```lean
#print axioms QuasiparticleNewton.hasDerivAt_residual
-- 'QuasiparticleNewton.hasDerivAt_residual' depends on axioms: [propext, Classical.choice, Quot.sound]
#print axioms QuasiparticleNewton.newton_converges
-- 'QuasiparticleNewton.newton_converges' depends on axioms: [propext, Classical.choice, Quot.sound]
#print axioms QuasiparticleNewton.start_below_root_crosses_pole
-- 'QuasiparticleNewton.start_below_root_crosses_pole' depends on axioms: [propext, Classical.choice, Quot.sound]
```

## The mirror image above the poles

The same argument handles a root above all poles. Put G(x) = −F(−x), which gives

G(x) = x + a − Σ_k c_k/(x + d_k).

This has the form of F with a replaced by −a and each d_k by −d_k, and a Newton step for G is the reflection of a Newton step for F. Hence, if d_k < E₀ ≤ E* for every k and F(E*) = 0, the iterates for F never decrease, stay at or below E*, and converge to E*. This reflected version is a derivation by hand and is not among the Lean theorems.

It also settles what happens in the example. The equation has a second root at E = 2, above the pole, and the energy 2/5 lies between the pole and that root. The iteration started at −2 therefore converges to 2 and not to the root −1/2.
